# In a quantum well with positive mass, a higher-energy envelope function vanishes between any two consecutive zeros of a lower one

## Can a position-dependent mass let two subbands share a node count?

When my shooting solver returns two bound states with the same number of nodes, I treat them as one level found twice and discard one. For constant mass I trust this. But my well is graded, so the effective mass changes with position along with the band edge, and a heavier mass makes the envelope oscillate faster at the same kinetic energy. Could the lower state pick up a node in some heavy-mass region where a state of higher energy has none to match it?

## Why the nodes of the higher state keep up

No. Both states see the same mass profile, and as long as that mass is positive, the higher state has a zero in every gap between neighbouring zeros of the lower one. If both states decay at the two ends with bounded flux, the higher state also has a zero beyond each outermost node. A lower state with n ≥ 1 nodes is therefore followed only by states with at least n + 1. This supports sorting subbands by node count in a one-band, one-dimensional envelope calculation whose mass and potential do not depend on the energy. It does not say that the count rises by exactly one from level to level.

**The derivation.** With ħ = 1, the BenDaniel–Duke equation for an envelope function u is

−(u′/m)′/2 + V u = E u.

Here m is the effective mass, V the band-edge potential and E the energy. Call u′/m the flux of u. The equation then reads

(u′/m)′ = 2(V − E) u.

Let f solve it at E₁ and g at E₂, with E₁ < E₂, and define the mass-weighted Wronskian

W = f g′/m − g f′/m.

The product rule gives

W′ = f′g′/m + f (g′/m)′ − g′f′/m − g (f′/m)′.

The first and third terms cancel, whatever m does. Inserting the equation in the other two leaves

W′ = 2(V − E₂) f g − 2(V − E₁) f g = 2(E₁ − E₂) f g.

Now let a < b be consecutive zeros of f, and suppose that g has no zero strictly between them. Both functions keep one sign there, so we can choose s, t = ±1 with s f > 0 and t g > 0 on (a, b). Then

(s t W)′ = 2(E₁ − E₂)(s f)(t g) < 0,

and so s t W(b) < s t W(a).

At a zero of f only the second term of W survives:

s t W(a) = −(t g(a)) (s f′(a)) / m(a),
s t W(b) = −(t g(b)) (s f′(b)) / m(b).

The function s f leaves zero upwards at a and returns to zero at b, so s f′(a) ≥ 0 and s f′(b) ≤ 0. By continuity t g ≥ 0 at both points. Since m > 0, this gives s t W(a) ≤ 0 ≤ s t W(b), which contradicts the strict decrease.

For the outer zeros, let a be the last zero of f and suppose that g has none to its right. Then s t W starts at a value ≤ 0 and decreases strictly, so it is negative at a + 1 and stays below that value from there on. But f and g tend to zero while their fluxes stay bounded, so W tends to zero, a contradiction. The mirror image of this argument treats the region left of the first zero.

**What the Lean statements say.** `IsEnvelope m V E u` means that u is real and differentiable, that its `flux` is differentiable, and that the equation holds at every point of the line. Continuity of V and m is not asked for separately, but these requirements exclude the abrupt steps discussed below. In `node_between`, `hm` is positivity of the mass, and `hab`, `ha`, `hb` and `hne` together say that a < b are consecutive zeros of f. The conclusion is a zero c of g in the open interval `Ioo a b`.

`IsBound` is used in a specific sense: u tends to zero at both ends and its flux is bounded. This stands for the decaying tails of a confined state. It is assumed, not derived from the potential, and no normalisation is required. `node_right` and `node_left` use it to give the two outer zeros.

The definition does not cover an abrupt heterojunction. There the flux is continuous while m jumps, so u′ generally jumps too and u is not differentiable at the interface. Even at constant mass, a step in V is excluded wherever u is nonzero, because the derivative of the flux would have to jump there. The textbook finite square well is therefore outside the definition, while smoothly graded profiles fit it. For finitely many finite steps the derivation by hand still works, though no Lean theorem here states it: envelope functions and their fluxes are continuous across each step, so W is continuous and s t W still decreases strictly. If a zero of f lies on a step, the slope and mass on the side facing the interval give the same signs.

```lean
import Mathlib

open Set Filter Topology

namespace QuantumWellNodes

noncomputable section

/-- The flux `u'/m` of an envelope function `u`, for a mass profile `m` without zeros. -/
def flux (m u : ℝ → ℝ) (x : ℝ) : ℝ := deriv u x / m x

/-- `u` is a real solution of the BenDaniel–Duke equation `-(u'/m)'/2 + V u = E u`,
with `u` and its flux differentiable. -/
structure IsEnvelope (m V : ℝ → ℝ) (E : ℝ) (u : ℝ → ℝ) : Prop where
  diff : Differentiable ℝ u
  diff_flux : Differentiable ℝ (flux m u)
  eqn : ∀ x, -(deriv (flux m u) x) / 2 + V x * u x = E * u x

/-- `u` tends to zero at both ends of the line and its flux is bounded. -/
structure IsBound (m u : ℝ → ℝ) : Prop where
  right : Tendsto u atTop (𝓝 0)
  left : Tendsto u atBot (𝓝 0)
  flux_bdd : ∃ C, ∀ x, |flux m u x| ≤ C

/-- The mass-weighted Wronskian `f g'/m - g f'/m`. -/
def wronskian (m f g : ℝ → ℝ) (x : ℝ) : ℝ := f x * flux m g x - g x * flux m f x

variable {m V f g : ℝ → ℝ} {E₁ E₂ a b s t : ℝ}

/-- The Wronskian of solutions at energies `E₁` and `E₂` changes at the rate
`2 (E₁ - E₂) f g`. -/
theorem hasDerivAt_wronskian (hf : IsEnvelope m V E₁ f) (hg : IsEnvelope m V E₂ g) (x : ℝ) :
    HasDerivAt (wronskian m f g) (2 * (E₁ - E₂) * (f x * g x)) x := by
  have h := ((hf.diff x).hasDerivAt.fun_mul (hg.diff_flux x).hasDerivAt).fun_sub
    ((hg.diff x).hasDerivAt.fun_mul (hf.diff_flux x).hasDerivAt)
  refine h.congr_deriv ?_
  -- the products of first derivatives cancel
  have e : deriv f x * flux m g x = deriv g x * flux m f x := by
    unfold flux
    ring
  linear_combination e + 2 * g x * hf.eqn x - 2 * f x * hg.eqn x

/-- A continuous function without zeros on a connected region keeps one sign there. -/
theorem exists_sign {u : ℝ → ℝ} {S : Set ℝ} (hS : IsPreconnected S) (hu : Continuous u)
    (h0 : ∀ x ∈ S, u x ≠ 0) : ∃ s : ℝ, ∀ x ∈ S, 0 < s * u x := by
  by_cases h : ∀ x ∈ S, 0 < u x
  · exact ⟨1, by simpa using h⟩
  · obtain ⟨y, hy, hneg⟩ : ∃ y ∈ S, u y ≤ 0 := by
      by_contra hc
      exact h fun x hx => lt_of_not_ge fun hle => hc ⟨x, hx, hle⟩
    refine ⟨-1, fun x hx => ?_⟩
    by_contra hx'
    have hux : 0 ≤ u x := by linarith
    obtain ⟨z, hz, hz0⟩ := hS.intermediate_value hy hx hu.continuousOn
      (show (0 : ℝ) ∈ Icc (u y) (u x) from ⟨hneg, hux⟩)
    exact h0 z hz hz0

/-- If `f` and `g` are solutions at energies `E₁ < E₂`, and `s f`, `t g` are positive inside an
interval, then `s t` times the Wronskian is strictly decreasing on it. -/
theorem wronskian_anti (hE : E₁ < E₂) (hf : IsEnvelope m V E₁ f) (hg : IsEnvelope m V E₂ g)
    {D : Set ℝ} (hD : Convex ℝ D) (hs : ∀ x ∈ interior D, 0 < s * f x)
    (ht : ∀ x ∈ interior D, 0 < t * g x) :
    StrictAntiOn (fun x => s * t * wronskian m f g x) D := by
  have hd := fun x => (hasDerivAt_wronskian hf hg x).const_mul (s * t)
  refine strictAntiOn_of_deriv_neg hD
    (fun x _ => (hd x).continuousAt.continuousWithinAt) fun x hx => ?_
  rw [(hd x).deriv]
  nlinarith [mul_pos (mul_pos (hs x hx) (ht x hx)) (sub_pos.2 hE)]

/-- Let `m > 0`, `f` be differentiable and `g` continuous. If `f` vanishes at `a` and `s f`, `t g`
are positive just to the right of `a`, then `s t` times the Wronskian is at most zero at `a`. -/
theorem wronskian_left (hm : ∀ x, 0 < m x) (hf : Differentiable ℝ f) (hg : Continuous g)
    (hab : a < b) (ha : f a = 0) (hs : ∀ x ∈ Ioo a b, 0 < s * f x)
    (ht : ∀ x ∈ Ioo a b, 0 < t * g x) : s * t * wronskian m f g a ≤ 0 := by
  have h1 : 0 ≤ s * deriv f a := by
    have h := (hasDerivAt_iff_tendsto_slope.mp ((hf a).hasDerivAt.const_mul s)).mono_left
      (nhdsWithin_mono a (fun x (hx : x ∈ Ioi a) => (mem_Ioi.1 hx).ne'))
    refine ge_of_tendsto h ?_
    filter_upwards [Ioo_mem_nhdsGT hab] with x hx
    simp only [slope_def_field, ha, mul_zero, sub_zero]
    exact div_nonneg (hs x hx).le (sub_nonneg.2 hx.1.le)
  have h2 : 0 ≤ t * g a := by
    have h : Tendsto (fun x => t * g x) (𝓝[>] a) (𝓝 (t * g a)) :=
      ((continuous_const.mul hg).tendsto a).mono_left nhdsWithin_le_nhds
    refine ge_of_tendsto h ?_
    filter_upwards [Ioo_mem_nhdsGT hab] with x hx using (ht x hx).le
  have key : s * t * wronskian m f g a = -((t * g a) * (s * deriv f a) / m a) := by
    simp only [wronskian, flux, ha]
    ring
  rw [key]
  exact neg_nonpos.2 (div_nonneg (mul_nonneg h2 h1) (hm a).le)

/-- Let `m > 0`, `f` be differentiable and `g` continuous. If `f` vanishes at `b` and `s f`, `t g`
are positive just to the left of `b`, then `s t` times the Wronskian is at least zero at `b`. -/
theorem wronskian_right (hm : ∀ x, 0 < m x) (hf : Differentiable ℝ f) (hg : Continuous g)
    (hab : a < b) (hb : f b = 0) (hs : ∀ x ∈ Ioo a b, 0 < s * f x)
    (ht : ∀ x ∈ Ioo a b, 0 < t * g x) : 0 ≤ s * t * wronskian m f g b := by
  have h1 : s * deriv f b ≤ 0 := by
    have h := (hasDerivAt_iff_tendsto_slope.mp ((hf b).hasDerivAt.const_mul s)).mono_left
      (nhdsWithin_mono b (fun x (hx : x ∈ Iio b) => (mem_Iio.1 hx).ne))
    refine le_of_tendsto h ?_
    filter_upwards [Ioo_mem_nhdsLT hab] with x hx
    simp only [slope_def_field, hb, mul_zero, sub_zero]
    exact div_nonpos_of_nonneg_of_nonpos (hs x hx).le (sub_nonpos.2 hx.2.le)
  have h2 : 0 ≤ t * g b := by
    have h : Tendsto (fun x => t * g x) (𝓝[<] b) (𝓝 (t * g b)) :=
      ((continuous_const.mul hg).tendsto b).mono_left nhdsWithin_le_nhds
    refine ge_of_tendsto h ?_
    filter_upwards [Ioo_mem_nhdsLT hab] with x hx using (ht x hx).le
  have key : s * t * wronskian m f g b = (t * g b) * (-(s * deriv f b)) / m b := by
    simp only [wronskian, flux, hb]
    ring
  rw [key]
  exact div_nonneg (mul_nonneg h2 (neg_nonneg.2 h1)) (hm b).le

/-- **Node interlacing.** For `m > 0` and `E₁ < E₂`, a solution `g` at energy `E₂` has a zero
strictly between any two consecutive zeros `a < b` of a solution `f` at energy `E₁`. -/
theorem node_between (hm : ∀ x, 0 < m x) (hE : E₁ < E₂) (hf : IsEnvelope m V E₁ f)
    (hg : IsEnvelope m V E₂ g) (hab : a < b) (ha : f a = 0) (hb : f b = 0)
    (hne : ∀ x ∈ Ioo a b, f x ≠ 0) : ∃ c ∈ Ioo a b, g c = 0 := by
  by_contra h
  obtain ⟨s, hs⟩ := exists_sign isPreconnected_Ioo hf.diff.continuous hne
  obtain ⟨t, ht⟩ := exists_sign isPreconnected_Ioo hg.diff.continuous
    (fun x hx hx0 => h ⟨x, hx, hx0⟩)
  -- the signed Wronskian would have to fall from a value ≤ 0 to a value ≥ 0
  have h1 : s * t * wronskian m f g b < s * t * wronskian m f g a :=
    wronskian_anti hE hf hg (convex_Icc a b) (by rwa [interior_Icc]) (by rwa [interior_Icc])
      (left_mem_Icc.2 hab.le) (right_mem_Icc.2 hab.le) hab
  linarith [wronskian_left hm hf.diff hg.diff.continuous hab ha hs ht,
    wronskian_right hm hf.diff hg.diff.continuous hab hb hs ht]

/-- If two functions tend to zero along a filter and their fluxes are bounded on the whole line,
their Wronskian tends to zero along that filter. -/
theorem tendsto_wronskian {l : Filter ℝ} (hf : Tendsto f l (𝓝 0)) (hg : Tendsto g l (𝓝 0))
    (hfb : ∃ C, ∀ x, |flux m f x| ≤ C) (hgb : ∃ C, ∀ x, |flux m g x| ≤ C) :
    Tendsto (wronskian m f g) l (𝓝 0) := by
  have aux : ∀ u p : ℝ → ℝ, Tendsto u l (𝓝 0) → (∃ C, ∀ x, |p x| ≤ C) →
      Tendsto (fun x => u x * p x) l (𝓝 0) := by
    rintro u p hu ⟨C, hC⟩
    refine squeeze_zero_norm (a := fun x => |u x| * C) (fun x => ?_) ?_
    · rw [Real.norm_eq_abs, abs_mul]
      exact mul_le_mul_of_nonneg_left (hC x) (abs_nonneg _)
    · simpa using hu.abs.mul_const C
  have h := (aux f _ hf hgb).sub (aux g _ hg hfb)
  rw [sub_zero] at h
  exact h

/-- For `m > 0`, `E₁ < E₂` and bound states `f`, `g` at these energies, `g` has a zero to the
right of the last zero `a` of `f`. -/
theorem node_right (hm : ∀ x, 0 < m x) (hE : E₁ < E₂) (hf : IsEnvelope m V E₁ f)
    (hg : IsEnvelope m V E₂ g) (bf : IsBound m f) (bg : IsBound m g) (ha : f a = 0)
    (hne : ∀ x ∈ Ioi a, f x ≠ 0) : ∃ c ∈ Ioi a, g c = 0 := by
  by_contra h
  obtain ⟨s, hs⟩ := exists_sign isPreconnected_Ioi hf.diff.continuous hne
  obtain ⟨t, ht⟩ := exists_sign isPreconnected_Ioi hg.diff.continuous
    (fun x hx hx0 => h ⟨x, hx, hx0⟩)
  have anti := wronskian_anti hE hf hg (convex_Ici a) (by rwa [interior_Ici])
    (by rwa [interior_Ici])
  have hlt : a < a + 1 := by linarith
  have h1 : s * t * wronskian m f g (a + 1) < s * t * wronskian m f g a :=
    anti (mem_Ici.2 le_rfl) (mem_Ici.2 hlt.le) hlt
  have lim := (tendsto_wronskian bf.right bg.right bf.flux_bdd bg.flux_bdd).const_mul (s * t)
  rw [mul_zero] at lim
  have h2 : 0 ≤ s * t * wronskian m f g (a + 1) := by
    refine le_of_tendsto lim ?_
    filter_upwards [eventually_ge_atTop (a + 1)] with x hx
    exact anti.antitoneOn (mem_Ici.2 hlt.le) (mem_Ici.2 (hlt.le.trans hx)) hx
  linarith [wronskian_left hm hf.diff hg.diff.continuous hlt ha
    (fun x hx => hs x hx.1) (fun x hx => ht x hx.1)]

/-- For `m > 0`, `E₁ < E₂` and bound states `f`, `g` at these energies, `g` has a zero to the
left of the first zero `b` of `f`. -/
theorem node_left (hm : ∀ x, 0 < m x) (hE : E₁ < E₂) (hf : IsEnvelope m V E₁ f)
    (hg : IsEnvelope m V E₂ g) (bf : IsBound m f) (bg : IsBound m g) (hb : f b = 0)
    (hne : ∀ x ∈ Iio b, f x ≠ 0) : ∃ c ∈ Iio b, g c = 0 := by
  by_contra h
  obtain ⟨s, hs⟩ := exists_sign isPreconnected_Iio hf.diff.continuous hne
  obtain ⟨t, ht⟩ := exists_sign isPreconnected_Iio hg.diff.continuous
    (fun x hx hx0 => h ⟨x, hx, hx0⟩)
  have anti := wronskian_anti hE hf hg (convex_Iic b) (by rwa [interior_Iic])
    (by rwa [interior_Iic])
  have hlt : b - 1 < b := by linarith
  have h1 : s * t * wronskian m f g b < s * t * wronskian m f g (b - 1) :=
    anti (mem_Iic.2 hlt.le) (mem_Iic.2 le_rfl) hlt
  have lim := (tendsto_wronskian bf.left bg.left bf.flux_bdd bg.flux_bdd).const_mul (s * t)
  rw [mul_zero] at lim
  have h2 : s * t * wronskian m f g (b - 1) ≤ 0 := by
    refine ge_of_tendsto lim ?_
    filter_upwards [eventually_le_atBot (b - 1)] with x hx
    exact anti.antitoneOn (mem_Iic.2 (hx.trans hlt.le)) (mem_Iic.2 hlt.le) hx
  linarith [wronskian_right hm hf.diff hg.diff.continuous hlt hb
    (fun x hx => hs x hx.2) (fun x hx => ht x hx.2)]

/-- Free waves `sin x` and `sin 2x` (unit mass, no potential, energies `1/2` and `2`): between
the zeros `0` and `π/2` of the higher wave neither wave vanishes. -/
theorem interlacing_not_symmetric :
    (∀ k : ℝ, IsEnvelope (fun _ => 1) (fun _ => 0) (k ^ 2 / 2) (fun x => Real.sin (k * x))) ∧
    Real.sin (2 * 0) = 0 ∧ Real.sin (2 * (Real.pi / 2)) = 0 ∧
    ∀ x ∈ Ioo 0 (Real.pi / 2), Real.sin (2 * x) ≠ 0 ∧ Real.sin (1 * x) ≠ 0 := by
  refine ⟨fun k => ?_, by simp, ?_, fun x hx => ⟨?_, ?_⟩⟩
  · have hd : ∀ x, HasDerivAt (fun x => Real.sin (k * x)) (k * Real.cos (k * x)) x :=
      fun x => ((hasDerivAt_id' x).const_mul k).sin.congr_deriv (by ring)
    have hfl : flux (fun _ => 1) (fun x => Real.sin (k * x)) =
        fun x => k * Real.cos (k * x) := by
      funext x
      simp only [flux, (hd x).deriv, div_one]
    have hq : ∀ x, HasDerivAt (flux (fun _ => 1) (fun x => Real.sin (k * x)))
        (-(k ^ 2 * Real.sin (k * x))) x := by
      intro x
      rw [hfl]
      exact (((hasDerivAt_id' x).const_mul k).cos.const_mul k).congr_deriv (by ring)
    refine ⟨fun x => (hd x).differentiableAt, fun x => (hq x).differentiableAt, fun x => ?_⟩
    simp only [(hq x).deriv]
    ring
  · rw [mul_div_cancel₀ Real.pi (two_ne_zero)]
    exact Real.sin_pi
  · exact (Real.sin_pos_of_pos_of_lt_pi (by linarith [hx.1]) (by linarith [hx.2])).ne'
  · exact (Real.sin_pos_of_pos_of_lt_pi (by linarith [hx.1])
      (by linarith [hx.2, Real.pi_pos])).ne'

end

end QuantumWellNodes
```

```lean
#print axioms QuantumWellNodes.node_between
#print axioms QuantumWellNodes.node_right
#print axioms QuantumWellNodes.node_left
#print axioms QuantumWellNodes.interlacing_not_symmetric
```

```
'QuantumWellNodes.node_between' depends on axioms: [propext, Classical.choice, Quot.sound]
'QuantumWellNodes.node_right' depends on axioms: [propext, Classical.choice, Quot.sound]
'QuantumWellNodes.node_left' depends on axioms: [propext, Classical.choice, Quot.sound]
'QuantumWellNodes.interlacing_not_symmetric' depends on axioms: [propext, Classical.choice, Quot.sound]
```

**How the Lean proof is built.** `hasDerivAt_wronskian` is the formula for W′. Its equation `e` is the cancellation of the first-derivative products, and `linear_combination` inserts the two envelope equations. `exists_sign` obtains s and t from the intermediate value theorem, and `wronskian_anti` turns the negative derivative into strict decrease, up to and including the endpoints.

`wronskian_left` and `wronskian_right` supply the signs at a and b. They get the sign of the slope as a limit of one-sided difference quotients, the sign of t g by continuity, and then rewrite s t W in the form shown above. `node_between` puts these inequalities together, and `linarith` finds the contradiction.

For the outer zeros, `tendsto_wronskian` shows that a vanishing function times a bounded flux vanishes. `node_right` then compares the values at a and a + 1 and uses the fact that a decreasing function never lies below its limit. `node_left` does the same with b − 1 and b.

**Where the order of energies and the sign of the mass enter.** `interlacing_not_symmetric` takes free waves with m = 1 and V = 0. The wave sin 2x, at energy 2, has consecutive zeros at 0 and π/2, and sin x, at energy 1/2, does not vanish between them. So a lower state need not have a zero between those of a higher one.

The remaining remarks are short arguments in prose, with no Lean theorem behind them. Take m = −1 and V = 0, as for a valence band with energy measured upwards. Then sin kx has energy −k²/2, so sin 2x is now the lower state, at −2, and sin x the higher, at −1/2. The same two waves now violate the interlacing, so a mass that is merely nonzero is not enough. For such a band, count nodes in order of increasing hole energy.

**The nodeless ground state.** Your duplicate check also meets states without nodes, where there is no outermost zero to start from. The same Wronskian settles this neighbouring case. If bound states f and g at E₁ < E₂ both had no zeros, s t W would decrease strictly along the whole line and yet tend to zero at both ends, which is impossible. Two nodeless bound states of the same well therefore cannot have different energies.
